# Two Slater determinants of k orbitals add up to a single determinant exactly when their orbital spaces share at least k − 1 dimensions

Let two fermionic determinants each be built from $k\ge 1$ linearly independent orbitals (for electrons, spin orbitals) in a finite-dimensional one-particle space, and let $F$ and $G$ be the spaces that these orbitals span. Their sum can be written as one determinant of $k$ orbitals, not necessarily normalised and possibly zero, if and only if $\dim(F\cap G)\ge k-1$.

```lean
import Mathlib

open Module Submodule

namespace SlaterSum

noncomputable section

variable {V H : Type*} [AddCommGroup V] [Module ℂ V] [AddCommGroup H] [Module ℂ H]

/-- Creators `c f` for orbitals `f`, annihilators `a φ` for linear functionals `φ` on orbitals,
and a nonzero vacuum: `{a φ, c f} = φ f`, `{c f, c g} = 0` and `a φ v = 0`. -/
structure CAR (a : Dual ℂ V →ₗ[ℂ] H →ₗ[ℂ] H) (c : V →ₗ[ℂ] H →ₗ[ℂ] H) (v : H) : Prop where
  mixed : ∀ φ f x, a φ (c f x) + c f (a φ x) = φ f • x
  creators : ∀ f g x, c f (c g x) + c g (c f x) = 0
  vacuum : ∀ φ, a φ v = 0
  vacuum_ne : v ≠ 0

/-- The state `c(f_1) ... c(f_k) x`; for `x` the vacuum it is a Slater determinant. -/
def slater (c : V →ₗ[ℂ] H →ₗ[ℂ] H) (x : H) {k : ℕ} (f : Fin k → V) : H :=
  (List.ofFn f).foldr (fun g y => c g y) x

/-- The space of `n`-particle states, spanned by `n` creators acting on `v`. -/
def sector (c : V →ₗ[ℂ] H →ₗ[ℂ] H) (v : H) : ℕ → Submodule ℂ H
  | 0 => span ℂ {v}
  | n + 1 => span ℂ {y | ∃ f, ∃ x ∈ sector c v n, c f x = y}

variable {a : Dual ℂ V →ₗ[ℂ] H →ₗ[ℂ] H} {c : V →ₗ[ℂ] H →ₗ[ℂ] H} {v : H}

/-- A determinant with a further first orbital `g` is `c(g)` acting on the determinant. -/
theorem slater_cons (x : H) {k : ℕ} (g : V) (t : Fin k → V) :
    slater c x (Fin.cons g t : Fin (k + 1) → V) = c g (slater c x t) := by
  simp [slater, List.ofFn_succ]

/-- For linearly independent orbitals `g, t_1, ..., t_k` some linear functional is one on `g` and
zero on every `t_i`. -/
theorem exists_dual {k : ℕ} {g : V} {t : Fin k → V}
    (ht : LinearIndependent ℂ (Fin.cons g t : Fin (k + 1) → V)) :
    ∃ φ : Dual ℂ V, φ g = 1 ∧ ∀ i, φ (t i) = 0 := by
  obtain ⟨L, hL⟩ := LinearMap.exists_leftInverse_of_injective
    (Finsupp.linearCombination ℂ (Fin.cons g t : Fin (k + 1) → V)) (LinearMap.ker_eq_bot.2 ht)
  have h1 : ∀ i, L ((Fin.cons g t : Fin (k + 1) → V) i) = Finsupp.single i 1 := fun i => by
    simpa only [LinearMap.comp_apply, Finsupp.linearCombination_single, one_smul,
      LinearMap.id_apply] using LinearMap.congr_fun hL (Finsupp.single i 1)
  exact ⟨Finsupp.lapply 0 ∘ₗ L, (DFunLike.congr_fun (h1 0) 0).trans (by simp),
    fun i => (DFunLike.congr_fun (h1 i.succ) 0).trans (by simp)⟩

/-- No particle can be added to a determinant in an orbital from the span of its orbitals. -/
theorem CAR.create_of_mem (h : CAR a c v) {k : ℕ} {f : Fin k → V} {g : V}
    (hg : g ∈ span ℂ (Set.range f)) : c g (slater c v f) = 0 := by
  have key : ∀ n (f : Fin n → V) i, c (f i) (slater c v f) = 0 := by
    intro n
    induction n with
    | zero => exact fun _ i => i.elim0
    | succ n ih =>
      intro f i
      cases f using Fin.consCases with
      | _ g t =>
        rw [slater_cons]
        refine Fin.cases ?_ (fun j => ?_) i
        · have h2 := h.creators g g (slater c v t)
          rw [← two_smul ℂ] at h2
          exact (smul_eq_zero.1 h2).resolve_left two_ne_zero
        · have h2 := h.creators (t j) g (slater c v t)
          rw [ih t j, map_zero, add_zero] at h2
          exact h2
  have hle : span ℂ (Set.range f) ≤ LinearMap.ker (c.flip (slater c v f)) :=
    span_le.2 (by rintro _ ⟨i, rfl⟩; exact LinearMap.mem_ker.2 (key k f i))
  exact LinearMap.mem_ker.1 (hle hg)

/-- Pauli blocking: for linearly independent `f_i`, no particle can be added to their determinant
in the orbital `g` exactly when `g` lies in the span of the `f_i`. -/
theorem CAR.pauli_blocking (h : CAR a c v) {k : ℕ} {f : Fin k → V}
    (hf : LinearIndependent ℂ f) (g : V) :
    c g (slater c v f) = 0 ↔ g ∈ span ℂ (Set.range f) := by
  have hann : ∀ (φ : Dual ℂ V) n (t : Fin n → V), (∀ i, φ (t i) = 0) →
      a φ (slater c v t) = 0 := by
    intro φ n
    induction n with
    | zero => intro t _; simp [slater, h.vacuum]
    | succ n ih =>
      intro t ht
      cases t using Fin.consCases with
      | _ g t =>
        have h1 := h.mixed φ g (slater c v t)
        have hg : φ g = 0 := ht 0
        rw [ih t (fun i => ht i.succ), hg, map_zero, add_zero, zero_smul] at h1
        rw [slater_cons, h1]
  have hne : ∀ n (f : Fin n → V), LinearIndependent ℂ f → slater c v f ≠ 0 := by
    intro n
    induction n with
    | zero => intro f _; simpa [slater] using h.vacuum_ne
    | succ n ih =>
      intro f hf h0
      cases f using Fin.consCases with
      | _ g t =>
        -- emptying the orbital `g` again would give back a nonzero determinant
        obtain ⟨φ, hg, ht⟩ := exists_dual hf
        have h1 := h.mixed φ g (slater c v t)
        rw [← slater_cons, h0, hann φ n t ht, hg] at h1
        exact ih t (linearIndependent_finCons.1 hf).1 (by simpa using h1.symm)
  refine ⟨fun h0 => ?_, h.create_of_mem⟩
  by_contra hg
  exact hne _ _ (linearIndependent_finCons.2 ⟨hf, hg⟩) ((slater_cons v g f).trans h0)

/-- If `m` linearly independent orbitals are all blocked in a state of `m + 1` particles, the state
consists of these orbitals filled on top of a single further particle. -/
theorem CAR.factor (h : CAR a c v) {m : ℕ} {u : Fin m → V} (hu : LinearIndependent ℂ u)
    {x : H} (hx : x ∈ sector c v (m + 1)) (h0 : ∀ i, c (u i) x = 0) :
    ∃ e, x = slater c (c e v) u := by
  -- an annihilator lowers the particle number by one
  have hlow : ∀ φ n, sector c v (n + 1) ≤ (sector c v n).comap (a φ) := by
    intro φ n
    induction n with
    | zero =>
      refine span_le.2 ?_
      rintro _ ⟨f, y, hy, rfl⟩
      obtain ⟨z, rfl⟩ := mem_span_singleton.1 hy
      have h1 := h.mixed φ f (z • v)
      rw [(a φ).map_smul, h.vacuum, smul_zero, map_zero, add_zero] at h1
      change a φ (c f (z • v)) ∈ sector c v 0
      rw [h1]
      exact Submodule.smul_mem _ _ hy
    | succ n ih =>
      refine span_le.2 ?_
      rintro _ ⟨f, y, hy, rfl⟩
      change a φ (c f y) ∈ sector c v (n + 1)
      rw [eq_sub_of_add_eq (h.mixed φ f y)]
      refine Submodule.sub_mem _ (Submodule.smul_mem _ _ hy) ?_
      rw [sector]
      exact subset_span ⟨f, _, ih hy, rfl⟩
  induction m generalizing x with
  | zero =>
    have hle : sector c v (0 + 1) ≤ LinearMap.range (c.flip v) := by
      refine span_le.2 ?_
      rintro _ ⟨f, y, hy, rfl⟩
      obtain ⟨z, rfl⟩ := mem_span_singleton.1 hy
      exact ⟨z • f, by simp⟩
    obtain ⟨e, rfl⟩ := hle hx
    exact ⟨e, by simp [slater]⟩
  | succ m ih =>
    cases u using Fin.consCases with
    | _ g t =>
      obtain ⟨φ, hg, ht⟩ := exists_dual hu
      have hgx : c g x = 0 := h0 0
      have h1 := h.mixed φ g x
      rw [hgx, map_zero, zero_add, hg, one_smul] at h1
      -- the state with `g` emptied still blocks the remaining orbitals
      obtain ⟨e, he⟩ := ih (linearIndependent_finCons.1 hu).1 (hlow φ _ hx) (fun i => by
        have hi : c (t i) x = 0 := h0 i.succ
        have h2 := h.mixed φ (t i) x
        rwa [hi, map_zero, zero_add, ht i, zero_smul] at h2)
      exact ⟨e, by rw [slater_cons, ← he, h1]⟩

/-- Two determinants that differ only in their last orbital add up to a single determinant. -/
theorem add_of_common {m : ℕ} (u : Fin m → V) (d d' : V) :
    ∃ e : Fin (m + 1) → V, slater c (c d v) u + slater c (c d' v) u = slater c v e := by
  induction m with
  | zero => exact ⟨Fin.cons (d + d') u, by rw [slater_cons]; simp [slater]⟩
  | succ m ih =>
    cases u using Fin.consCases with
    | _ g t =>
      obtain ⟨e, he⟩ := ih t
      exact ⟨Fin.cons g e, by simp only [slater_cons]; rw [← map_add, he]⟩

/-- For `k ≥ 1` and finitely many modes, the sum of two determinants of `k` linearly independent
orbitals each is a single determinant if and only if the two orbital spaces share at least
`k - 1` dimensions. -/
theorem CAR.add_isSlater_iff [FiniteDimensional ℂ V] (h : CAR a c v) {k : ℕ} (hk : 1 ≤ k)
    {f g : Fin k → V} (hf : LinearIndependent ℂ f) (hg : LinearIndependent ℂ g) :
    (∃ e : Fin k → V, slater c v f + slater c v g = slater c v e) ↔
      k ≤ finrank ℂ ↥(span ℂ (Set.range f) ⊓ span ℂ (Set.range g)) + 1 := by
  constructor
  · rintro ⟨e, he⟩
    have hind : ∀ n (e : Fin n → V), slater c v e ≠ 0 → LinearIndependent ℂ e := by
      intro n
      induction n with
      | zero => exact fun e _ => linearIndependent_empty_type
      | succ n ih =>
        intro e he
        cases e using Fin.consCases with
        | _ x t =>
          rw [slater_cons] at he
          exact linearIndependent_finCons.2
            ⟨ih t fun h0 => he (by rw [h0, map_zero]), fun hx => he (h.create_of_mem hx)⟩
    -- `k` independent orbitals are blocked in the sum
    obtain ⟨d, hd, hd0⟩ : ∃ d : Fin k → V, LinearIndependent ℂ d ∧
        ∀ i, c (d i) (slater c v f + slater c v g) = 0 := by
      rw [he]
      by_cases h0 : slater c v e = 0
      · exact ⟨f, hf, fun i => by rw [h0, map_zero]⟩
      · exact ⟨e, hind k e h0, fun i => h.create_of_mem (subset_span ⟨i, rfl⟩)⟩
    by_cases hall : ∀ i, c (d i) (slater c v f) = 0
    · -- all of them are common orbitals
      have hle : span ℂ (Set.range d) ≤ span ℂ (Set.range f) ⊓ span ℂ (Set.range g) := by
        refine span_le.2 ?_
        rintro _ ⟨i, rfl⟩
        have h1 := hd0 i
        rw [map_add, hall i, zero_add] at h1
        exact ⟨(h.pauli_blocking hf _).1 (hall i), (h.pauli_blocking hg _).1 h1⟩
      have h2 := Submodule.finrank_mono hle
      rw [finrank_span_eq_card hd, Fintype.card_fin] at h2
      omega
    · -- an orbital `d i` outside the first space completes it to a space containing both
      obtain ⟨i, hi⟩ := not_forall.1 hall
      have hc : LinearIndependent ℂ (Fin.cons (d i) f : Fin (k + 1) → V) :=
        linearIndependent_finCons.2 ⟨hf, fun hx => hi (h.create_of_mem hx)⟩
      have hs := hd0 i
      rw [map_add] at hs
      have hT : span ℂ (Set.range f) ⊔ span ℂ (Set.range g) ≤
          span ℂ (Set.range (Fin.cons (d i) f : Fin (k + 1) → V)) := by
        refine sup_le (span_mono ?_) (span_le.2 ?_)
        · rintro _ ⟨j, rfl⟩
          exact ⟨j.succ, rfl⟩
        · rintro _ ⟨j, rfl⟩
          refine (h.pauli_blocking hc (g j)).1 ?_
          have h3 := h.creators (g j) (d i) (slater c v g)
          rw [h.create_of_mem (subset_span ⟨j, rfl⟩), map_zero, add_zero] at h3
          rw [slater_cons, eq_neg_of_add_eq_zero_left hs, map_neg, h3, neg_zero]
      have h1 := Submodule.finrank_sup_add_finrank_inf_eq
        (span ℂ (Set.range f)) (span ℂ (Set.range g))
      have h2 := Submodule.finrank_mono hT
      rw [finrank_span_eq_card hc, Fintype.card_fin] at h2
      rw [finrank_span_eq_card hf, finrank_span_eq_card hg, Fintype.card_fin] at h1
      omega
  · intro hdim
    obtain ⟨m, rfl⟩ : ∃ m, k = m + 1 := ⟨k - 1, by omega⟩
    have hm := Nat.le_of_succ_le_succ hdim
    have hsec : ∀ n (f : Fin n → V), slater c v f ∈ sector c v n := by
      intro n
      induction n with
      | zero => intro f; simp [slater, sector, mem_span_singleton_self]
      | succ n ih =>
        intro f
        cases f using Fin.consCases with
        | _ g t => rw [slater_cons, sector]; exact subset_span ⟨g, _, ih t, rfl⟩
    -- choose `m` independent common orbitals and factor them out of both determinants
    let B := Module.finBasis ℂ ↥(span ℂ (Set.range f) ⊓ span ℂ (Set.range g))
    let u : Fin m → V := fun i => (B (Fin.castLE hm i) : V)
    have hu : LinearIndependent ℂ u :=
      (B.linearIndependent.comp _ (Fin.castLE_injective hm)).map' (Submodule.subtype _)
        (Submodule.ker_subtype _)
    obtain ⟨d, hd⟩ := h.factor hu (hsec _ f)
      (fun i => h.create_of_mem (B (Fin.castLE hm i)).2.1)
    obtain ⟨d', hd'⟩ := h.factor hu (hsec _ g)
      (fun i => h.create_of_mem (B (Fin.castLE hm i)).2.2)
    rw [hd, hd']
    exact add_of_common u d d'

/-- Creators adjoint to the annihilators, `{a, a} = 0`, `{a φ, c f} = φ f` and a unit vector killed
by all annihilators give a system of the kind `CAR`. -/
theorem CAR.of_adjoint {W E : Type*} [NormedAddCommGroup W] [InnerProductSpace ℂ W]
    [NormedAddCommGroup E] [InnerProductSpace ℂ E] {a : Dual ℂ W →ₗ[ℂ] E →ₗ[ℂ] E}
    {c : W →ₗ[ℂ] E →ₗ[ℂ] E} {v : E}
    (hadj : ∀ f x y, inner ℂ (c f x) y = inner ℂ x (a (innerₛₗ ℂ f) y))
    (haa : ∀ φ χ x, a φ (a χ x) + a χ (a φ x) = 0)
    (hac : ∀ φ f x, a φ (c f x) + c f (a φ x) = φ f • x)
    (hv : ∀ φ, a φ v = 0) (h1 : ‖v‖ = 1) : CAR a c v where
  mixed := hac
  creators f g x := by
    apply ext_inner_right ℂ
    intro y
    rw [inner_add_left, hadj f, hadj g, hadj g, hadj f, ← inner_add_right, haa,
      inner_zero_right, inner_zero_left]
  vacuum := hv
  vacuum_ne h0 := by simp [h0] at h1

/-- The exterior algebra over the orbitals satisfies `CAR`: creators multiply by an orbital,
annihilators contract with a functional, and the vacuum is `1`. -/
theorem CAR_witness : CAR (V := V) (H := ExteriorAlgebra ℂ V)
    (CliffordAlgebra.contractLeft (Q := (0 : QuadraticForm ℂ V)))
    (LinearMap.mul ℂ (ExteriorAlgebra ℂ V) ∘ₗ ExteriorAlgebra.ι ℂ) 1 where
  mixed φ f x := eq_sub_iff_add_eq.1
    (CliffordAlgebra.contractLeft_ι_mul (Q := (0 : QuadraticForm ℂ V)) (d := φ) f x)
  creators f g x := by
    change ExteriorAlgebra.ι ℂ f * (ExteriorAlgebra.ι ℂ g * x) +
      ExteriorAlgebra.ι ℂ g * (ExteriorAlgebra.ι ℂ f * x) = 0
    rw [← mul_assoc, ← mul_assoc, ← add_mul, ExteriorAlgebra.ι_add_mul_swap, zero_mul]
  vacuum φ := CliffordAlgebra.contractLeft_one _ φ
  vacuum_ne h0 := by
    have h1 := congrArg (ExteriorAlgebra.algebraMapInv (R := ℂ) (M := V)) h0
    rw [map_one, map_zero] at h1
    exact one_ne_zero h1

end

end SlaterSum
```

```lean
#print axioms SlaterSum.CAR.add_isSlater_iff
#print axioms SlaterSum.CAR.of_adjoint
```

```
'SlaterSum.CAR.add_isSlater_iff' depends on axioms: [propext, Classical.choice, Quot.sound]
'SlaterSum.CAR.of_adjoint' depends on axioms: [propext, Classical.choice, Quot.sound]
```

## Superposed configurations and rotated orbitals

A superposition of two configurations may be a genuinely multi-determinant state, or it may be one determinant written in unsuitable orbitals. Let $c_p$ create a particle in the mode $p$, and let $v$ be the vacuum. For orthonormal modes $p,q,r,s$, the normalised state
$$\tfrac1{\sqrt2}\,(c_pc_q+c_pc_r)\,v=c_p\,c_{(q+r)/\sqrt2}\,v$$
is a single determinant, while $\tfrac1{\sqrt2}(c_pc_q+c_rc_s)v$ is not, since its two orbital spaces meet only in zero. In configuration interaction with a finite basis, this separates a reference plus one singly excited determinant from a reference plus one doubly excited determinant. Nonzero coefficients make no difference, because each can be absorbed into an orbital.

## What the theorem says

Here `c f` creates a particle in the orbital $f$; many textbooks write $c^\dagger$ for this and keep $c$ for the annihilator. With indices from 0, as in `Fin k` (the comments in the code count from 1), write
$$D(f)=c(f_0)\cdots c(f_{k-1})v .$$
This is `slater c v f`. It is not normalised, and the orbitals need not be orthogonal.

`CAR.add_isSlater_iff` states that some `e : Fin k → V` satisfies $D(f)+D(g)=D(e)$ exactly when $k\le\dim(F\cap G)+1$. The orbitals $e_i$ may be dependent, so a vanishing sum, as for $D(g)=-D(f)$, counts as a determinant. For $k=1$ the condition always holds. For $k=0$ the equivalence would fail, because $v+v\ne v$.

The type `V` is the one-particle space and `H` the space of many-particle states. Annihilators are labelled by linear functionals $\varphi$ on orbitals, and the structure `CAR` requires
$$\{a(\varphi),c(f)\}=\varphi(f),\qquad \{c(f),c(g)\}=0,\qquad a(\varphi)v=0,\qquad v\neq0 .$$
These conditions stand for Fermi statistics and an empty reference state. In the textbook setting, $c(f)$ is the adjoint of the annihilator for $\varphi=\langle f,\cdot\rangle$, the annihilators anticommute, and $v$ is a unit vector. From this `CAR.of_adjoint` derives $\{c(f),c(g)\}=0$ and $v\neq0$; it assumes the other two conditions, $\{a(\varphi),c(f)\}=\varphi(f)$ and $a(\varphi)v=0$, as they stand. `CAR_witness` supplies a concrete example, the exterior algebra.

The theorem assumes a finite-dimensional one-particle space, while that of electrons in continuous space is infinite-dimensional. This is no real restriction: the orbitals $f_i$, $g_i$ and $e_i$ of any one instance span a finite-dimensional space, and the theorem can be applied to that space.

## Blocked orbitals determine the answer

**Pauli blocking.** Call an orbital $x$ blocked in a state $y$ if $c(x)y=0$. For independent $f_i$, $c(x)D(f)=0$ exactly when $x\in F$. If $x=f_i$, move $c(x)$ through the product, with a sign at each exchange, until it meets its twin; $c(x)^2=0$ then gives zero. Linearity extends this to all of $F$.

For the converse, first let $x,t_0,\dots,t_{n-1}$ be any independent orbitals. Choose $\varphi$ with $\varphi(x)=1$ and $\varphi(t_i)=0$. Then $a(\varphi)$ anticommutes past every $c(t_i)$ and kills the vacuum, so $a(\varphi)D(t)=0$ and
$$a(\varphi)c(x)D(t)=D(t).$$
Hence $c(x)D(t)\ne0$ if $D(t)\neq0$. Starting from $v\ne0$, induction shows that every determinant of independent orbitals is nonzero. If $x\notin F$, this applies to $x,f_0,\dots,f_{k-1}$.

**A single determinant forces a large overlap.** Suppose $D(f)+D(g)=D(e)$. There are $k$ independent orbitals $d_i$ blocked in the sum: take $d=e$ if $D(e)\ne0$, since dependent orbitals would give zero, and $d=f$ if $D(e)=0$.

If every $d_i$ is blocked in $D(f)$, it is also blocked in $D(g)$. All $d_i$ then lie in $F\cap G$, whose dimension is at least $k$.

Otherwise some $x=d_i$ has $c(x)D(f)=-c(x)D(g)\ne0$, so $x\notin F$. For each $j$,
$$c(g_j)c(x)D(f)=-c(g_j)c(x)D(g)=c(x)c(g_j)D(g)=0 .$$
By Pauli blocking for the independent orbitals $x,f_0,\dots,f_{k-1}$, each $g_j$ lies in their $(k+1)$-dimensional span. Thus $\dim(F+G)\le k+1$, and
$$\dim(F\cap G)=2k-\dim(F+G)\ge k-1 .$$

**A large overlap gives a single determinant.** Put $k=m+1$ and choose independent $u_0,\dots,u_{m-1}$ in $F\cap G$. They are blocked in both determinants. Let $y$ be any $(m+1)$-particle state that blocks them all. If $m>0$, take $\varphi(u_0)=1$ and $\varphi(u_i)=0$ for $i>0$. Since $c(u_0)y=0$, the mixed relation gives
$$y=c(u_0)\,a(\varphi)y .$$
The state $a(\varphi)y$ has one particle fewer and still blocks the other orbitals, because $c(u_i)a(\varphi)y=\varphi(u_i)y-a(\varphi)c(u_i)y=0$. After $m$ such steps a one-particle state $c(d)v$ remains. Applied to both determinants, with last orbitals $d$ and $d'$, this yields
$$D(f)+D(g)=c(u_0)\cdots c(u_{m-1})\,c(d+d')\,v .$$

## The same steps in Lean

`exists_dual` constructs $\varphi$ by reading off a coefficient with a left inverse of the linear-combination map. `CAR.create_of_mem` is the easy half of Pauli blocking, and `CAR.pauli_blocking` adds the converse. Their inductions split off the first orbital with `Fin.consCases`.

`CAR.factor` extracts the common orbitals. Its auxiliary fact `hlow` shows that an annihilator maps `sector c v (n + 1)` into `sector c v n`, which keeps track of the particle number. `add_of_common` then adds the last orbitals.

In the main theorem, `by_cases hall` separates the two cases of the forward direction. The inclusion `hT` places $F+G$ in the larger span, and `omega` finishes the count after the dimension formula. In the reverse direction, the $u_i$ are the first $m$ vectors of a basis of $F\cap G$.
